# The Adachi function rises from 1/4 to a finite square-root cusp at the gap

A semiconductor waveguide can be operated at a photon energy just below the direct gap, where the refractive index climbs steeply. If the absorption edge were a single undamped oscillator, the permittivity would diverge at the resonance. For non-interacting carriers, a parabolic gap in three dimensions is a continuum of transitions whose absorption starts from zero at threshold, so does the index diverge there too?

For this edge, the Adachi model expresses the dispersion through the function

$$f(x)=\frac{2-\sqrt{1+x}-\sqrt{1-x}}{x^2},$$

where $x$ is the photon energy divided by the gap energy. On $(0,1]$ it increases strictly, it tends to $1/4$ as $x\to0^+$, and its greatest value is $f(1)=2-\sqrt2\approx0.586$. Within this model of non-interacting carriers without broadening, the index therefore stays finite at the gap.

## Rationalising away the 0/0

Let $0<x\le1$ and put $r=\sqrt{1-x^2}=\sqrt{1+x}\,\sqrt{1-x}$ and $s=\sqrt{1+x}+\sqrt{1-x}$. Squaring gives $s^2=2+2r$, so $s=\sqrt{2+2r}$. Two rationalisations follow:

$$2-s=\frac{4-s^2}{2+s}=\frac{2(1-r)}{2+s},\qquad 1-r=\frac{1-r^2}{1+r}=\frac{x^2}{1+r}.$$

The factor $x^2$ cancels, leaving

$$f(x)=\frac{2}{(1+r)\,(2+\sqrt{2+2r})}.$$

As $x$ grows, $r$ falls, both factors of the denominator shrink, and $f$ increases strictly. As $x\to0^+$, $r\to1$ and $f\to2/(2\cdot4)=1/4$. At $x=1$ the original formula gives $2-\sqrt2$, which by monotonicity is the maximum.

## The slope at the gap

Write $f(x)=g(x)-\sqrt{1-x}/x^2$ with $g(x)=(2-\sqrt{1+x})/x^2$. Since $f(1)=g(1)$,

$$\frac{f(1)-f(x)}{\sqrt{1-x}}=\frac{g(x)-g(1)}{x-1}\,\sqrt{1-x}+\frac1{x^2}.$$

The function $g$ is differentiable at 1, so the first term vanishes as $x\to1^-$ and the quotient tends to 1. The value of $f$ is finite at the gap, but its slope from below is infinite.

## From one gap to the refractive index

Let $E$ be the photon energy, $E_0>0$ the gap and $\Delta\ge0$ the spin-orbit splitting of the valence band. The model permittivity is

$$\varepsilon(E)=A\left[f\!\left(\frac{E}{E_0}\right)+\frac12\left(\frac{E_0}{E_0+\Delta}\right)^{3/2}f\!\left(\frac{E}{E_0+\Delta}\right)\right]+B,$$

and the index is $n=\sqrt\varepsilon$. The strength $A$ collects the interband matrix element, the reduced electron–hole mass and a factor $E_0^{-3/2}$, and the constant $B$ stands for the vacuum term 1 together with transitions at higher energies, whose dispersion is neglected. For $0<E\le E_0$ both arguments of $f$ lie in $(0,1]$, where $f$ is positive and increasing. If $A>0$ and $B\ge0$, then $\varepsilon$ is positive and strictly increasing, and so is $n$. Taking limits term by term gives the limits of $n$ as $E\to0^+$ and at the gap.

The simplest case is $\Delta=0$, where the two gaps coincide and $\varepsilon=\tfrac32Af(E/E_0)+B$. The index then runs from $\sqrt{3A/8+B}$ to $\sqrt{\tfrac32A(2-\sqrt2)+B}$.

## The model in Lean

```lean
import Mathlib

open Filter Topology Set

namespace AdachiDispersion

noncomputable section
```

The function $f$ is `adachi`, a real function of a real argument.

```lean
/-- The Adachi dispersion function of the reduced photon energy `x`. -/
def adachi (x : ℝ) : ℝ := (2 - √(1 + x) - √(1 - x)) / x ^ 2
```

The permittivity takes its parameters in the order `A B E₀ Δ E`. The relative weight of the split-off gap is part of the definition and is not derived from a band structure.

```lean
/-- The permittivity at photon energy `E` of a direct gap `E₀` with spin-orbit splitting `Δ`,
strength `A` and constant background `B`. -/
def permittivity (A B E₀ Δ E : ℝ) : ℝ :=
  A * (adachi (E / E₀) + 1 / 2 * (E₀ / (E₀ + Δ)) ^ (3 / 2 : ℝ) * adachi (E / (E₀ + Δ))) + B

/-- The refractive index, the square root of the permittivity. -/
def index (A B E₀ Δ E : ℝ) : ℝ := √(permittivity A B E₀ Δ E)
```

Lean sets division by zero and the real square root of a negative number to 0, so `adachi 0` is 0 and not $1/4$, and `index` is the physical index only where the permittivity is nonnegative. The energy ranges below accordingly exclude zero.

## The rationalised form and its consequences

In `adachi_eq`, `hr` factorises $r$ and `hs` identifies $\sqrt{2+2r}$ with $s$. After cross-multiplication, `linear_combination` closes the polynomial identity using only the squares of the two roots.

```lean
/-- For a reduced photon energy `0 < x ≤ 1`, the Adachi function equals a rationalised form. -/
theorem adachi_eq {x : ℝ} (h0 : 0 < x) (h1 : x ≤ 1) :
    adachi x = 2 / ((1 + √(1 - x ^ 2)) * (2 + √(2 + 2 * √(1 - x ^ 2)))) := by
  have ha : √(1 + x) ^ 2 = 1 + x := Real.sq_sqrt (by linarith)
  have hb : √(1 - x) ^ 2 = 1 - x := Real.sq_sqrt (by linarith)
  have hr : √(1 - x ^ 2) = √(1 + x) * √(1 - x) := by
    rw [← Real.sqrt_mul (by linarith : (0 : ℝ) ≤ 1 + x)]
    congr 1
    ring
  have hs : √(2 + 2 * (√(1 + x) * √(1 - x))) = √(1 + x) + √(1 - x) := by
    have h : 2 + 2 * (√(1 + x) * √(1 - x)) = (√(1 + x) + √(1 - x)) ^ 2 := by
      linear_combination -ha - hb
    rw [h]
    exact Real.sqrt_sq (by positivity)
  rw [hr, hs, adachi, div_eq_div_iff (by positivity) (by positivity)]
  linear_combination (-(1 + √(1 + x) * √(1 - x)) - 2 * √(1 - x) ^ 2) * ha +
    (-(1 + √(1 + x) * √(1 - x)) - 2 * (1 + x)) * hb
```

In floating-point arithmetic this identity gives a stable way to evaluate the function at low energy. At $x=10^{-8}$ the numerator of the original formula is about $2.5\times10^{-17}$, below the double-precision rounding error of the terms being subtracted, and the quotient has no correct digits. The rationalised form returns $1/4$ to nearly full precision.

`Ioc 0 1` is the interval $(0,1]$. The first factor of the denominator shrinks strictly and the second does not grow; since both are positive, `mul_lt_mul` shows that their product shrinks strictly.

```lean
/-- The Adachi function increases strictly with photon energy up to and including the gap. -/
theorem adachi_strictMonoOn : StrictMonoOn adachi (Ioc 0 1) := by
  intro x hx y hy hxy
  rw [adachi_eq hx.1 hx.2, adachi_eq hy.1 hy.2]
  -- both factors of the denominator shrink as the energy grows
  have hr : √(1 - y ^ 2) < √(1 - x ^ 2) :=
    Real.sqrt_lt_sqrt (by nlinarith [hy.1, hy.2]) (by nlinarith [hx.1, hy.1])
  have hs : √(2 + 2 * √(1 - y ^ 2)) ≤ √(2 + 2 * √(1 - x ^ 2)) :=
    Real.sqrt_le_sqrt (by linarith)
  apply div_lt_div_of_pos_left two_pos (by positivity)
  exact mul_lt_mul (by linarith) (by linarith) (by positivity) (by positivity)
```

The filter `𝓝[>] 0` expresses approach to zero from above. The rationalised form is continuous everywhere and equals $1/4$ at zero; `congr'` carries the limit over to `adachi`, which agrees with it on $(0,1]$.

```lean
/-- The Adachi function tends to `1/4` as the photon energy tends to zero from above. -/
theorem adachi_tendsto_static : Tendsto adachi (𝓝[>] 0) (𝓝 (1 / 4)) := by
  have hne : ∀ x : ℝ, (1 + √(1 - x ^ 2)) * (2 + √(2 + 2 * √(1 - x ^ 2))) ≠ 0 :=
    fun x => by positivity
  have hc : Continuous
      (fun x : ℝ => 2 / ((1 + √(1 - x ^ 2)) * (2 + √(2 + 2 * √(1 - x ^ 2))))) :=
    Continuous.div (by fun_prop) (by fun_prop) hne
  have h4 : √(2 + 2 * 1) = 2 := by
    rw [show (2 : ℝ) + 2 * 1 = 2 ^ 2 by norm_num]
    exact Real.sqrt_sq (by norm_num)
  have hv : 2 / ((1 + √(1 - (0 : ℝ) ^ 2)) * (2 + √(2 + 2 * √(1 - (0 : ℝ) ^ 2)))) = 1 / 4 := by
    rw [show (1 : ℝ) - 0 ^ 2 = 1 by norm_num, Real.sqrt_one, h4]
    norm_num
  have ht := hc.tendsto 0
  beta_reduce at ht
  rw [hv] at ht
  refine (ht.mono_left nhdsWithin_le_nhds).congr' ?_
  filter_upwards [Ioc_mem_nhdsGT (show (0 : ℝ) < 1 by norm_num)] with x hx
  exact (adachi_eq hx.1 hx.2).symm
```

`IsGreatest` says that $2-\sqrt2$ is attained on the interval and bounds every other value there.

```lean
/-- The greatest value of the Adachi function up to the gap is `2 - √2`, and it is the value
at the gap. -/
theorem adachi_max : adachi 1 = 2 - √2 ∧ IsGreatest (adachi '' Ioc 0 1) (2 - √2) := by
  have h1 : adachi 1 = 2 - √2 := by
    unfold adachi
    rw [sub_self, Real.sqrt_zero, show (1 : ℝ) + 1 = 2 by norm_num]
    ring
  have hm : (1 : ℝ) ∈ Ioc (0 : ℝ) 1 := ⟨by norm_num, le_rfl⟩
  refine ⟨h1, ⟨1, hm, h1⟩, ?_⟩
  rintro _ ⟨x, hx, rfl⟩
  rw [← h1]
  exact adachi_strictMonoOn.monotoneOn hx hm hx.2
```

## The cusp

The proof follows the splitting above. `hs` is the limit of the difference quotient of $g$, `hq` sends $\sqrt{1-x}$ to zero, and `hp` sends $1/x^2$ to one. The last lines check the algebraic identity for $0<x<1$, with $x-1$ replaced by $-(\sqrt{1-x})^2$.

```lean
/-- Just below the gap the Adachi function falls short of its gap value by the square root of
the reduced detuning, to leading order. -/
theorem adachi_cusp :
    Tendsto (fun x => (adachi 1 - adachi x) / √(1 - x)) (𝓝[<] 1) (𝓝 1) := by
  -- the part without the singular root is differentiable at the gap
  have h1 : DifferentiableAt ℝ (fun x : ℝ => √(1 + x)) 1 :=
    DifferentiableAt.sqrt (by fun_prop) (by norm_num)
  have hd : DifferentiableAt ℝ (fun x : ℝ => (2 - √(1 + x)) / x ^ 2) 1 :=
    DifferentiableAt.div (h1.const_sub 2) (by fun_prop) (by norm_num)
  have hs := (hasDerivAt_iff_tendsto_slope.1 hd.hasDerivAt).mono_left
    (nhdsWithin_mono 1 (show Iio (1 : ℝ) ⊆ {1}ᶜ from fun x hx => ne_of_lt hx))
  have hq : Tendsto (fun x : ℝ => √(1 - x)) (𝓝[<] 1) (𝓝 0) := by
    have hc : Continuous (fun x : ℝ => √(1 - x)) := by fun_prop
    have h := hc.tendsto 1
    beta_reduce at h
    rw [sub_self, Real.sqrt_zero] at h
    exact h.mono_left nhdsWithin_le_nhds
  have hp : Tendsto (fun x : ℝ => 1 / x ^ 2) (𝓝[<] 1) (𝓝 1) := by
    have hc : ContinuousAt (fun x : ℝ => 1 / x ^ 2) 1 :=
      ContinuousAt.div (by fun_prop) (by fun_prop) (by norm_num)
    have h := hc.tendsto
    beta_reduce at h
    rw [show (1 : ℝ) / 1 ^ 2 = 1 by norm_num] at h
    exact h.mono_left nhdsWithin_le_nhds
  have ht := (hs.mul hq).add hp
  rw [mul_zero, zero_add] at ht
  refine ht.congr' ?_
  filter_upwards [Ioo_mem_nhdsLT (show (0 : ℝ) < 1 by norm_num)] with x hx
  have hx0 : x ≠ 0 := hx.1.ne'
  have hq0 : √(1 - x) ≠ 0 := (Real.sqrt_pos.2 (by linarith [hx.2])).ne'
  have hx1 : x - 1 = -(√(1 - x) ^ 2) := by
    rw [Real.sq_sqrt (by linarith [hx.2])]
    ring
  simp only [slope_def_field, adachi, sub_self, Real.sqrt_zero, sub_zero]
  rw [hx1]
  generalize √(1 - x) = q at hq0 ⊢
  field_simp
  ring
```

## The two-gap index

Here `hmem` places the reduced energy in $(0,1]$ for any gap $G\ge E_0$, so that `hlt` and `hpos` serve both $E_0$ and $E_0+\Delta$. Strict growth comes from the first gap; the second need only not decrease.

```lean
/-- For positive strength `A` and nonnegative background `B`, the refractive index increases
strictly with photon energy on `(0, E₀]`. -/
theorem index_strictMonoOn {A B E₀ Δ : ℝ} (hA : 0 < A) (hB : 0 ≤ B) (hE : 0 < E₀)
    (hΔ : 0 ≤ Δ) : StrictMonoOn (index A B E₀ Δ) (Ioc 0 E₀) := by
  intro x hx y hy hxy
  have hmem : ∀ G, E₀ ≤ G → ∀ z ∈ Ioc 0 E₀, z / G ∈ Ioc (0 : ℝ) 1 := fun G hG z hz =>
    ⟨div_pos hz.1 (hE.trans_le hG), (div_le_one (hE.trans_le hG)).2 (hz.2.trans hG)⟩
  have hlt : ∀ G, E₀ ≤ G → adachi (x / G) < adachi (y / G) := fun G hG =>
    adachi_strictMonoOn (hmem G hG x hx) (hmem G hG y hy)
      (div_lt_div_of_pos_right hxy (hE.trans_le hG))
  have hpos : ∀ G, E₀ ≤ G → 0 < adachi (x / G) := fun G hG => by
    rw [adachi_eq (hmem G hG x hx).1 (hmem G hG x hx).2]
    positivity
  have hG : E₀ ≤ E₀ + Δ := by linarith
  have p1 := hpos E₀ le_rfl
  have p2 := hpos (E₀ + Δ) hG
  have hc : 0 ≤ 1 / 2 * (E₀ / (E₀ + Δ)) ^ (3 / 2 : ℝ) := by positivity
  have h2 := mul_le_mul_of_nonneg_left (hlt (E₀ + Δ) hG).le hc
  unfold index permittivity
  apply Real.sqrt_lt_sqrt (by positivity)
  have h3 := mul_lt_mul_of_pos_left (add_lt_add_of_lt_of_le (hlt E₀ le_rfl) h2) hA
  linarith
```

The limits hold for any real $A$ and $B$. At low energy both terms use `adachi_tendsto_static`. At the gap, approached from below, continuity of `adachi` away from zero suffices, and `adachi_max` supplies $2-\sqrt2$ for the first term. The second keeps the value `adachi (E₀ / (E₀ + Δ))`.

```lean
/-- The function `index` has explicit finite limits as the photon energy tends to zero from above
and to the gap `E₀` from below. -/
theorem index_limits (A B : ℝ) {E₀ Δ : ℝ} (hE : 0 < E₀) (hΔ : 0 ≤ Δ) :
    Tendsto (index A B E₀ Δ) (𝓝[>] 0)
      (𝓝 √(A * (1 / 4 + 1 / 2 * (E₀ / (E₀ + Δ)) ^ (3 / 2 : ℝ) * (1 / 4)) + B)) ∧
    Tendsto (index A B E₀ Δ) (𝓝[<] E₀)
      (𝓝 √(A * (2 - √2 + 1 / 2 * (E₀ / (E₀ + Δ)) ^ (3 / 2 : ℝ) *
        adachi (E₀ / (E₀ + Δ))) + B)) := by
  have hG : 0 < E₀ + Δ := by linarith
  constructor
  · have hz : ∀ G : ℝ, 0 < G → Tendsto (fun E => adachi (E / G)) (𝓝[>] 0) (𝓝 (1 / 4)) := by
      intro G hG
      refine adachi_tendsto_static.comp (tendsto_nhdsWithin_iff.2 ⟨?_, ?_⟩)
      · have hc : Continuous (fun E : ℝ => E / G) := by fun_prop
        have h := hc.tendsto 0
        beta_reduce at h
        rw [zero_div] at h
        exact h.mono_left nhdsWithin_le_nhds
      · filter_upwards [self_mem_nhdsWithin] with E hE'
        exact div_pos hE' hG
    exact ((((hz E₀ hE).add ((hz _ hG).const_mul _)).const_mul A).add_const B).sqrt
  · -- away from zero energy the Adachi function is continuous, also at the gap
    have hc : ∀ x : ℝ, x ≠ 0 → ContinuousAt adachi x := fun x hx =>
      ContinuousAt.div (by fun_prop) (by fun_prop) (pow_ne_zero 2 hx)
    have hg : ∀ G : ℝ, 0 < G →
        Tendsto (fun E => adachi (E / G)) (𝓝[<] E₀) (𝓝 (adachi (E₀ / G))) := by
      intro G hG
      have hd : Continuous (fun E : ℝ => E / G) := by fun_prop
      exact (hc _ (div_pos hE hG).ne').tendsto.comp
        ((hd.tendsto E₀).mono_left nhdsWithin_le_nhds)
    have h1 := hg E₀ hE
    rw [div_self hE.ne', adachi_max.1] at h1
    exact (((h1.add ((hg _ hG).const_mul _)).const_mul A).add_const B).sqrt

end

end AdachiDispersion
```

These statements concern a real index at or below $E_0$. Excitons and lifetime broadening, which reshape a measured edge, are absent from the model. So are lattice vibrations, and the low-energy limit is therefore the electronic value, not the static index of a polar crystal.

```lean
#print axioms AdachiDispersion.adachi_cusp
-- 'AdachiDispersion.adachi_cusp' depends on axioms: [propext, Classical.choice, Quot.sound]
#print axioms AdachiDispersion.index_strictMonoOn
-- 'AdachiDispersion.index_strictMonoOn' depends on axioms: [propext, Classical.choice, Quot.sound]
#print axioms AdachiDispersion.index_limits
-- 'AdachiDispersion.index_limits' depends on axioms: [propext, Classical.choice, Quot.sound]
```
